# A position off the line AB has exactly one bond length, bond angle and dihedral relative to non-collinear atoms A, B, C

Put atom A at the origin, atom B on the positive $z$ axis and a third atom C in the $xz$ plane at positive $x$. A new atom is to be described by its distance $r$ from A, its angle $t$ from the $z$ axis and its azimuth $p$ about that axis, counted here from $x$ towards $y$. At $(0,1,1)$ the length is $r=\sqrt2$, the height gives $\cos t=1/\sqrt2$, so $t=\pi/4$, and the remaining components give $\cos p=0$, $\sin p=1$, so $p=\pi/2$. At $(0,0,1)$ the height forces $t=0$, and every $p$ gives the same point. The axis is the only place where this happens.

## Length, then angle, then azimuth

Let $e_1,e_2,e_3$ be orthonormal in $\mathbb R^3$. The claim is that $v$ is not a multiple of $e_3$ if and only if exactly one triple with $r>0$, $0<t<\pi$, $-\pi<p\le\pi$ satisfies

$$v=r(\sin t\cos p\,e_1+\sin t\sin p\,e_2+\cos t\,e_3).$$

**Components.** Let $M$ be the matrix with rows $e_1,e_2,e_3$. Orthonormality says $MM^T=1$. For a square matrix this gives $M^TM=1$, which means $v=\sum_k (v\cdot e_k)e_k$ for every $v$. The polar form has components $r\sin t\cos p$, $r\sin t\sin p$ and $r\cos t$, and squared length $r^2(\sin^2t+\cos^2t)=r^2$.

**Uniqueness.** Suppose $(r,t,p)$ and $(r',t',p')$ give the same vector. Then $(r-r')(r+r')=0$, and $r+r'>0$, so $r=r'$. The third component gives $\cos t=\cos t'$, and cosine is injective on $[0,\pi]$, so $t=t'$. Since $r\sin t>0$, the other components give $\cos p=\cos p'$ and $\sin p=\sin p'$. Hence $\cos(p-p')=\cos^2p'+\sin^2p'=1$ with $|p-p'|<2\pi$, so $p=p'$.

**Existence.** Write $x,y,z$ for the components of $v$. If $v$ is not a multiple of $e_3$, then $(x,y)\ne(0,0)$, and plane polar coordinates give $s>0$ and $p$ with $x=s\cos p$, $y=s\sin p$. Applied again to $(z,s)$, they give $r>0$ and $t\in(-\pi,\pi]$ with $z=r\cos t$, $s=r\sin t$. Because $s>0$, $\sin t>0$ and so $0<t<\pi$. Substitution gives the formula.

**Converse.** If $v=c\,e_3$ had such a triple, its first two components would vanish. Dividing by $r\sin t>0$ gives $\cos p=\sin p=0$, against $\cos^2p+\sin^2p=1$.

## The frame carried by three atoms

Let $b=B-A$, $c=C-A$ and $n=c\times b\neq0$, which says that the atoms are not collinear and forces $b\ne0$. Set $e_3=b/|b|$, $e_2=n/|n|$ and $e_1=e_3\times e_2$. Since $n\perp b$, $|e_1|^2=|e_3|^2|e_2|^2-(e_2\cdot e_3)^2=1$, and $e_1$ is perpendicular to both factors.

Moreover $c\cdot e_2=0$ and $c\cdot e_1=c\cdot(b\times n)/(|b||n|)=|n|/|b|>0$, so C marks the half-plane $p=0$. For $D=A+v$, the length of $v$ is $r$ and $v\cdot b=r|b|\cos t$, so $t$ is the angle DAB. Finally, D lies on the line AB exactly when $v$ is a multiple of $e_3$.

This frame is left-handed, $e_1\times e_2=-e_3$. For the atoms of the opening example $e_2$ points along $-y$, so the dihedral of $(0,1,1)$ is $-\pi/2$, opposite in sign to the azimuth counted there. With it, positive $p$ has the usual sign of the dihedral D–A–B–C: seen from A towards B, the bond AD turns clockwise to cover C.

## Positions, frames and coordinates in Lean

```lean
import Mathlib

open Matrix
open scoped Real

namespace ZMatrixPlacement

noncomputable section
```

A position is a triple of real numbers; `⬝ᵥ` is the dot product and `⨯₃` the cross product.

```lean
/-- Positions and displacements in three-dimensional space. -/
abbrev Vec := Fin 3 → ℝ
```

`IsFrame` asks for orthonormality and leaves the handedness free.

```lean
/-- Three mutually orthogonal unit vectors. -/
structure IsFrame (e1 e2 e3 : Vec) : Prop where
  n1 : e1 ⬝ᵥ e1 = 1
  n2 : e2 ⬝ᵥ e2 = 1
  n3 : e3 ⬝ᵥ e3 = 1
  o12 : e1 ⬝ᵥ e2 = 0
  o13 : e1 ⬝ᵥ e3 = 0
  o23 : e2 ⬝ᵥ e3 = 0
```

What the code calls `polar` is the spherical-coordinate form, with `t` and `p` for the usual $\theta$ and $\phi$.

```lean
/-- For an orthonormal frame, `r > 0` and `0 < t < π`: the displacement with length `r`, angle `t`
from `e3`, and azimuth `p` counted from `e1` towards `e2`. -/
def polar (e1 e2 e3 : Vec) (r t p : ℝ) : Vec :=
  r • ((Real.sin t * Real.cos p) • e1 + (Real.sin t * Real.sin p) • e2 + Real.cos t • e3)
```

Angles are in radians. The open range for `t` excludes linear arrangements, and the half-open range for `p` counts the trans position once.

```lean
/-- The allowed internal coordinates: `r > 0`, `0 < t < π` and `-π < p ≤ π`. -/
def IsInternal (r t p : ℝ) : Prop :=
  0 < r ∧ (0 < t ∧ t < π) ∧ (-π < p ∧ p ≤ π)
```

Lengths are written as $\sqrt{v\cdot v}$. The next definitions build $e_3$ and $e_2$ from the atoms; `placeAtom` supplies $e_1$ and shifts the origin to A.

```lean
/-- The unit vector along `v`, for `v ≠ 0`. -/
def unitVec (v : Vec) : Vec := (Real.sqrt (v ⬝ᵥ v))⁻¹ • v

/-- The unit vector from atom `A` to atom `B`, for distinct atoms. -/
def axis (A B : Vec) : Vec := unitVec (B - A)

/-- The unit normal of the plane through three non-collinear atoms. -/
def normal (A B C : Vec) : Vec := unitVec ((C - A) ⨯₃ (B - A))

/-- The position of a new atom at distance `r` from `A`, with bond angle `t` towards `B` and
dihedral `p` relative to `C`, for non-collinear `A`, `B`, `C` and allowed `r`, `t`, `p`. -/
def placeAtom (A B C : Vec) (r t p : ℝ) : Vec :=
  A + polar (axis A B ⨯₃ normal A B C) (normal A B C) (axis A B) r t p
```

The Cartesian axes are an example of a frame.

```lean
/-- The Cartesian unit vectors form an orthonormal frame. -/
theorem isFrame_witness : IsFrame ![1, 0, 0] ![0, 1, 0] ![0, 0, 1] := by
  constructor <;> simp [dotProduct, Fin.sum_univ_three]
```

## Components and uniqueness

In `frame_expansion`, `hM` is $MM^T=1$, `mul_eq_one_comm` reverses the product, and `key` reads off its entries. `linear_combination` then assembles the expansion of $v$.

```lean
/-- Every vector is the sum of its projections on an orthonormal frame. -/
theorem frame_expansion {e1 e2 e3 : Vec} (h : IsFrame e1 e2 e3) (v : Vec) :
    v = (v ⬝ᵥ e1) • e1 + (v ⬝ᵥ e2) • e2 + (v ⬝ᵥ e3) • e3 := by
  obtain ⟨h1, h2, h3, h4, h5, h6⟩ := h
  simp only [dotProduct, Fin.sum_univ_three] at h1 h2 h3 h4 h5 h6
  have hM : (Matrix.of ![e1, e2, e3]) * (Matrix.of ![e1, e2, e3])ᵀ = 1 := by
    ext i j
    fin_cases i <;> fin_cases j <;>
      simp [Matrix.mul_apply, Fin.sum_univ_three] <;> linarith
  -- a one-sided inverse of a square matrix is two-sided: this is completeness
  have hM' := mul_eq_one_comm.mp hM
  have key : ∀ i j : Fin 3, e1 i * e1 j + e2 i * e2 j + e3 i * e3 j
      = if i = j then (1 : ℝ) else 0 := by
    intro i j
    have := congrFun (congrFun hM' i) j
    simpa [Matrix.mul_apply, Fin.sum_univ_three, Matrix.one_apply] using this
  ext i
  have hv : v i = v 0 * (if (0 : Fin 3) = i then (1 : ℝ) else 0)
      + v 1 * (if (1 : Fin 3) = i then (1 : ℝ) else 0)
      + v 2 * (if (2 : Fin 3) = i then (1 : ℝ) else 0) := by
    fin_cases i <;> simp
  simp only [dotProduct, Fin.sum_univ_three, Pi.add_apply, Pi.smul_apply, smul_eq_mul]
  linear_combination hv - v 0 * key 0 i - v 1 * key 1 i - v 2 * key 2 i
```

The next two lemmas are the components and the squared length of the polar form.

```lean
/-- The projections of the polar form on the three vectors of an orthonormal frame. -/
theorem polar_components {e1 e2 e3 : Vec} (h : IsFrame e1 e2 e3) (r t p : ℝ) :
    polar e1 e2 e3 r t p ⬝ᵥ e1 = r * (Real.sin t * Real.cos p) ∧
    polar e1 e2 e3 r t p ⬝ᵥ e2 = r * (Real.sin t * Real.sin p) ∧
    polar e1 e2 e3 r t p ⬝ᵥ e3 = r * Real.cos t := by
  have h21 : e2 ⬝ᵥ e1 = 0 := by rw [dotProduct_comm]; exact h.o12
  have h31 : e3 ⬝ᵥ e1 = 0 := by rw [dotProduct_comm]; exact h.o13
  have h32 : e3 ⬝ᵥ e2 = 0 := by rw [dotProduct_comm]; exact h.o23
  refine ⟨?_, ?_, ?_⟩ <;>
    simp only [polar, smul_dotProduct, add_dotProduct, smul_eq_mul, h.n1, h.n2, h.n3,
      h.o12, h.o13, h.o23, h21, h31, h32] <;> ring

/-- In an orthonormal frame the polar form has squared length `r ^ 2`. -/
theorem polar_dot_self {e1 e2 e3 : Vec} (h : IsFrame e1 e2 e3) (r t p : ℝ) :
    polar e1 e2 e3 r t p ⬝ᵥ polar e1 e2 e3 r t p = r ^ 2 := by
  obtain ⟨a, b, c⟩ := polar_components h r t p
  have hw : ∀ w : Vec, w ⬝ᵥ polar e1 e2 e3 r t p = r * (Real.sin t * Real.cos p * (w ⬝ᵥ e1)
      + Real.sin t * Real.sin p * (w ⬝ᵥ e2) + Real.cos t * (w ⬝ᵥ e3)) := by
    intro w
    simp only [polar, dotProduct_smul, dotProduct_add, smul_eq_mul]
  rw [hw, a, b, c]
  linear_combination r ^ 2 * Real.sin t ^ 2 * Real.sin_sq_add_cos_sq p
    + r ^ 2 * Real.sin_sq_add_cos_sq t
```

`polar_injective` fixes `r`, `t` and `p` in the order used above. `Real.injOn_cos` settles the angle, and `h1` is $\cos(p-p')=1$.

```lean
/-- In an orthonormal frame, two allowed coordinate triples giving the same displacement
are equal. -/
theorem polar_injective {e1 e2 e3 : Vec} (h : IsFrame e1 e2 e3) {r t p r' t' p' : ℝ}
    (hq : IsInternal r t p) (hq' : IsInternal r' t' p')
    (heq : polar e1 e2 e3 r t p = polar e1 e2 e3 r' t' p') : r = r' ∧ t = t' ∧ p = p' := by
  obtain ⟨hr, ⟨ht0, ht1⟩, hp0, hp1⟩ := hq
  obtain ⟨hr', ⟨ht0', ht1'⟩, hp0', hp1'⟩ := hq'
  have hlen := polar_dot_self h r t p
  rw [heq, polar_dot_self h] at hlen
  obtain ⟨a, b, c⟩ := polar_components h r t p
  obtain ⟨a', b', c'⟩ := polar_components h r' t' p'
  rw [heq] at a b c
  -- the length fixes r, the axial component fixes t
  have hrr : r = r' := by
    have h0 : (r - r') * (r + r') = 0 := by linear_combination -hlen
    rcases mul_eq_zero.mp h0 with h1 | h1 <;> linarith
  subst hrr
  have htt : t = t' := Real.injOn_cos ⟨ht0.le, ht1.le⟩ ⟨ht0'.le, ht1'.le⟩
    (mul_left_cancel₀ hr.ne' (c.symm.trans c'))
  subst htt
  -- since sin t > 0, the other two components fix p
  have hs := Real.sin_pos_of_pos_of_lt_pi ht0 ht1
  have hc := mul_left_cancel₀ hs.ne' (mul_left_cancel₀ hr.ne' (a.symm.trans a'))
  have hsn := mul_left_cancel₀ hs.ne' (mul_left_cancel₀ hr.ne' (b.symm.trans b'))
  have h1 : Real.cos (p - p') = 1 := by
    rw [Real.cos_sub, hc, hsn]
    linear_combination Real.sin_sq_add_cos_sq p'
  have h2 := (Real.cos_eq_one_iff_of_lt_of_lt (by linarith) (by linarith)).mp h1
  exact ⟨rfl, rfl, by linarith⟩
```

## Existence by plane polar coordinates, used twice

`plane_polar` takes the modulus and argument of the complex number $x+iy$.

```lean
private lemma plane_polar (x y : ℝ) (h : x ≠ 0 ∨ y ≠ 0) :
    ∃ r p : ℝ, 0 < r ∧ -π < p ∧ p ≤ π ∧ r * Real.cos p = x ∧ r * Real.sin p = y := by
  refine ⟨‖(⟨x, y⟩ : ℂ)‖, Complex.arg ⟨x, y⟩, norm_pos_iff.mpr ?_, Complex.neg_pi_lt_arg _,
    Complex.arg_le_pi _, Complex.norm_mul_cos_arg _, Complex.norm_mul_sin_arg _⟩
  intro h0
  rcases h with h | h
  · exact h (congrArg Complex.re h0)
  · exact h (congrArg Complex.im h0)
```

The theorem states the equivalence for any frame and any vector. `∃!` means "exactly one", and the triple `q` has entries `q.1`, `q.2.1`, `q.2.2` for $r,t,p$. The first half applies `plane_polar` twice and then calls `polar_injective`; the second half is the converse argument.

```lean
/-- In an orthonormal frame, a vector is not a multiple of `e3` if and only if exactly one
allowed triple of length, polar angle and azimuth represents it. -/
theorem existsUnique_polar_iff {e1 e2 e3 : Vec} (h : IsFrame e1 e2 e3) (v : Vec) :
    (¬ ∃ c : ℝ, v = c • e3) ↔
      ∃! q : ℝ × ℝ × ℝ, IsInternal q.1 q.2.1 q.2.2 ∧ v = polar e1 e2 e3 q.1 q.2.1 q.2.2 := by
  constructor
  · intro hoff
    have hv := frame_expansion h v
    have hxy : v ⬝ᵥ e1 ≠ 0 ∨ v ⬝ᵥ e2 ≠ 0 := by
      by_contra hcon
      simp only [ne_eq, not_or, not_not] at hcon
      rw [hcon.1, hcon.2, zero_smul, zero_smul, zero_add, zero_add] at hv
      exact hoff ⟨_, hv⟩
    -- plane polar coordinates, first across the axis, then along it
    obtain ⟨s, p, hs, hp0, hp1, hx, hy⟩ := plane_polar _ _ hxy
    obtain ⟨r, t, hr, ht0, ht1, hz, hrs⟩ := plane_polar (v ⬝ᵥ e3) s (Or.inr hs.ne')
    have hsin : 0 < Real.sin t := by
      rw [← hrs] at hs
      exact (mul_pos_iff_of_pos_left hr).mp hs
    have htpos : 0 < t := by
      by_contra hneg
      have h1 := Real.sin_nonneg_of_nonneg_of_le_pi (x := -t) (by linarith) (by linarith)
      rw [Real.sin_neg] at h1
      linarith
    have htlt : t < π := by
      refine lt_of_le_of_ne ht1 fun h1 => ?_
      rw [h1, Real.sin_pi] at hsin
      exact lt_irrefl _ hsin
    have hq : IsInternal r t p := ⟨hr, ⟨htpos, htlt⟩, hp0, hp1⟩
    have hpol : v = polar e1 e2 e3 r t p := by
      rw [← hx, ← hy, ← hz, ← hrs] at hv
      refine hv.trans ?_
      simp only [polar]
      module
    refine ⟨(r, t, p), ⟨hq, hpol⟩, ?_⟩
    rintro ⟨r', t', p'⟩ ⟨hq', hv'⟩
    have hq2 : IsInternal r' t' p' := hq'
    have hv2 : v = polar e1 e2 e3 r' t' p' := hv'
    obtain ⟨h1, h2, h3⟩ := polar_injective h hq2 hq (hv2.symm.trans hpol)
    rw [h1, h2, h3]
  · rintro ⟨⟨r, t, p⟩, ⟨hq, hv⟩, -⟩ ⟨c, hc⟩
    obtain ⟨hr, ⟨ht0, ht1⟩, -⟩ : IsInternal r t p := hq
    have hv2 : v = polar e1 e2 e3 r t p := hv
    obtain ⟨a, b, -⟩ := polar_components h r t p
    rw [← hv2, hc, smul_dotProduct, dotProduct_comm] at a b
    rw [h.o13, smul_zero] at a
    rw [h.o23, smul_zero] at b
    have hs := Real.sin_pos_of_pos_of_lt_pi ht0 ht1
    have hcos := (mul_eq_zero.mp ((mul_eq_zero.mp a.symm).resolve_left hr.ne')).resolve_left hs.ne'
    have hsin := (mul_eq_zero.mp ((mul_eq_zero.mp b.symm).resolve_left hr.ne')).resolve_left hs.ne'
    have h1 := Real.sin_sq_add_cos_sq p
    rw [hcos, hsin] at h1
    norm_num at h1
```

## From the frame to the atoms

These four lemmas show that a nonzero vector can be normalised and that non-collinear atoms have $B\ne A$.

```lean
private lemma sqrt_pos_of_ne {v : Vec} (hv : v ≠ 0) : 0 < Real.sqrt (v ⬝ᵥ v) := by
  refine Real.sqrt_pos.mpr (lt_of_le_of_ne ?_ ?_)
  · exact Finset.sum_nonneg fun i _ => mul_self_nonneg (v i)
  · exact fun h0 => hv (dotProduct_self_eq_zero.mp h0.symm)

private lemma scale_unitVec {v : Vec} (hv : v ≠ 0) :
    Real.sqrt (v ⬝ᵥ v) • unitVec v = v := by
  rw [unitVec, smul_smul, mul_inv_cancel₀ (sqrt_pos_of_ne hv).ne', one_smul]

private lemma unitVec_dot_self {v : Vec} (hv : v ≠ 0) : unitVec v ⬝ᵥ unitVec v = 1 := by
  have hs := sqrt_pos_of_ne hv
  have h2 := Real.sq_sqrt (Real.sqrt_pos.mp hs).le
  simp only [unitVec, smul_dotProduct, dotProduct_smul, smul_eq_mul]
  calc _ = (Real.sqrt (v ⬝ᵥ v))⁻¹ ^ 2 * (v ⬝ᵥ v) := by ring
    _ = (Real.sqrt (v ⬝ᵥ v))⁻¹ ^ 2 * Real.sqrt (v ⬝ᵥ v) ^ 2 := by rw [h2]
    _ = 1 := by rw [← mul_pow, inv_mul_cancel₀ hs.ne', one_pow]

private lemma bond_ne_zero {A B C : Vec} (h : (C - A) ⨯₃ (B - A) ≠ 0) : B - A ≠ 0 := by
  intro h0
  exact h (by rw [h0, map_zero])
```

In `atoms_isFrame`, `hsq` is the identity for $|u\times n|^2$; the orthogonality relations follow by expanding in coordinates.

```lean
/-- Three non-collinear reference atoms define an orthonormal frame. -/
theorem atoms_isFrame {A B C : Vec} (h : (C - A) ⨯₃ (B - A) ≠ 0) :
    IsFrame (axis A B ⨯₃ normal A B C) (normal A B C) (axis A B) := by
  have hu : axis A B ⬝ᵥ axis A B = 1 := unitVec_dot_self (bond_ne_zero h)
  have hn : normal A B C ⬝ᵥ normal A B C = 1 := unitVec_dot_self h
  have hperp : ∀ c b : Vec, (c ⨯₃ b) ⬝ᵥ b = 0 := by
    intro c b
    simp only [cross_apply, dotProduct, Fin.sum_univ_three, Matrix.cons_val]
    ring
  have hnu : normal A B C ⬝ᵥ axis A B = 0 := by
    simp only [normal, axis, unitVec, smul_dotProduct, dotProduct_smul, hperp, smul_zero]
  have hsq : ∀ u n : Vec, (u ⨯₃ n) ⬝ᵥ (u ⨯₃ n) = (u ⬝ᵥ u) * (n ⬝ᵥ n) - (n ⬝ᵥ u) ^ 2 := by
    intro u n
    simp only [cross_apply, dotProduct, Fin.sum_univ_three, Matrix.cons_val]
    ring
  have hperp' : ∀ u n : Vec, (u ⨯₃ n) ⬝ᵥ u = 0 := by
    intro u n
    simp only [cross_apply, dotProduct, Fin.sum_univ_three, Matrix.cons_val]
    ring
  exact ⟨by rw [hsq, hu, hn, hnu]; norm_num, hn, hu, hperp _ _, hperp' _ _, hnu⟩
```

Two further theorems tie the numbers to the chemistry. The first locates C at zero dihedral. The second gives the distance and the scalar product with $B-A$; for allowed values, these identify `r` as the bond length and `t` as the bond angle.

```lean
/-- For non-collinear reference atoms, `C` lies in the half-plane of zero dihedral: `C - A` has no
component along the normal and a positive one along the first frame vector. -/
theorem reference_dihedral_zero {A B C : Vec} (h : (C - A) ⨯₃ (B - A) ≠ 0) :
    (C - A) ⬝ᵥ normal A B C = 0 ∧ 0 < (C - A) ⬝ᵥ (axis A B ⨯₃ normal A B C) := by
  have h1 : ∀ c b : Vec, c ⬝ᵥ (c ⨯₃ b) = 0 := by
    intro c b
    simp only [cross_apply, dotProduct, Fin.sum_univ_three, Matrix.cons_val]
    ring
  have h2 : ∀ (x y : ℝ) (b c : Vec), c ⬝ᵥ ((x • b) ⨯₃ (y • (c ⨯₃ b)))
      = x * y * ((c ⨯₃ b) ⬝ᵥ (c ⨯₃ b)) := by
    intro x y b c
    simp only [cross_apply, dotProduct, Fin.sum_univ_three, Pi.smul_apply, smul_eq_mul,
      Matrix.cons_val]
    ring
  constructor
  · rw [normal, unitVec, dotProduct_smul, h1, smul_zero]
  · rw [axis, normal, unitVec, unitVec, h2]
    exact mul_pos (mul_pos (inv_pos.mpr (sqrt_pos_of_ne (bond_ne_zero h)))
      (inv_pos.mpr (sqrt_pos_of_ne h))) (Real.sqrt_pos.mp (sqrt_pos_of_ne h))

/-- For non-collinear reference atoms, the placed atom has squared distance `r ^ 2` from `A`,
and its bond to `A` has the scalar product with `B - A` that belongs to the angle `t`. -/
theorem placeAtom_bond_angle {A B C : Vec} (h : (C - A) ⨯₃ (B - A) ≠ 0) (r t p : ℝ) :
    (placeAtom A B C r t p - A) ⬝ᵥ (placeAtom A B C r t p - A) = r ^ 2 ∧
    (placeAtom A B C r t p - A) ⬝ᵥ (B - A)
      = r * Real.sqrt ((B - A) ⬝ᵥ (B - A)) * Real.cos t := by
  have hf := atoms_isFrame h
  rw [placeAtom, add_sub_cancel_left]
  refine ⟨polar_dot_self hf r t p, ?_⟩
  have hc := (polar_components hf r t p).2.2
  have hb : B - A = Real.sqrt ((B - A) ⬝ᵥ (B - A)) • axis A B :=
    (scale_unitVec (bond_ne_zero h)).symm
  calc _ = polar (axis A B ⨯₃ normal A B C) (normal A B C) (axis A B) r t p
        ⬝ᵥ (Real.sqrt ((B - A) ⬝ᵥ (B - A)) • axis A B) := congrArg _ hb
    _ = _ := by
      rw [dotProduct_smul, hc, smul_eq_mul]
      ring
```

In the final theorem, `h` is non-collinearity and `D` is any position. `hline` identifies the line AB with the frame axis through A, and the result for vectors is applied to $D-A$.

```lean
/-- For non-collinear reference atoms `A`, `B`, `C`, a position `D` is off the line `AB` if and
only if exactly one allowed triple of bond length, bond angle and dihedral places an atom there. -/
theorem zmatrix_placement {A B C : Vec} (h : (C - A) ⨯₃ (B - A) ≠ 0) (D : Vec) :
    (¬ ∃ c : ℝ, D = A + c • (B - A)) ↔
      ∃! q : ℝ × ℝ × ℝ, IsInternal q.1 q.2.1 q.2.2 ∧ D = placeAtom A B C q.1 q.2.1 q.2.2 := by
  have main := existsUnique_polar_iff (atoms_isFrame h) (D - A)
  simp only [sub_eq_iff_eq_add'] at main
  -- the line AB is the frame axis through A
  have hline : (∃ c : ℝ, D = A + c • (B - A)) ↔ ∃ c : ℝ, D = A + c • axis A B := by
    constructor
    · rintro ⟨c, hc⟩
      refine ⟨c * Real.sqrt ((B - A) ⬝ᵥ (B - A)), ?_⟩
      rw [mul_smul, axis, scale_unitVec (bond_ne_zero h)]
      exact hc
    · rintro ⟨c, hc⟩
      refine ⟨c * (Real.sqrt ((B - A) ⬝ᵥ (B - A)))⁻¹, ?_⟩
      rw [mul_smul]
      exact hc
  rw [hline]
  exact main

end

end ZMatrixPlacement
```

```lean
#print axioms ZMatrixPlacement.reference_dihedral_zero
-- 'ZMatrixPlacement.reference_dihedral_zero' depends on axioms: [propext, Classical.choice, Quot.sound]
#print axioms ZMatrixPlacement.placeAtom_bond_angle
-- 'ZMatrixPlacement.placeAtom_bond_angle' depends on axioms: [propext, Classical.choice, Quot.sound]
#print axioms ZMatrixPlacement.zmatrix_placement
-- 'ZMatrixPlacement.zmatrix_placement' depends on axioms: [propext, Classical.choice, Quot.sound]
```

## Collinear reference atoms, and one row of a Z-matrix

It is not enough that the reference atoms are distinct. Take $A=(0,0,0)$, $B=(0,0,1)$, $C=(0,0,2)$. Then $n=0$, and the atoms do not determine a plane from which to measure a dihedral. Lean's `unitVec` returns zero for the zero vector, so `placeAtom` reaches only points on the $z$ axis. The position $D=(1,0,0)$ is off the line AB and has no triple at all.

Z-matrices are used to enter and optimise molecular geometries in electronic-structure calculations; the theorem concerns a single row, with three fixed non-collinear reference atoms. Passing to a whole molecule requires the first three atoms to be placed separately and non-collinearity to be checked for every later row.
